# The first-order amplitude of a basis-rotation coupling between unrotated contacts contains the energy transfer as a factor

Let K and D be square complex matrices, and let M = KD − DK. Let G = (E − K)⁻¹ and G' = (F − K)⁻¹ be the Green matrices at the incoming energy E and the outgoing energy F. If the contact vectors x and y satisfy Dx = 0 and y\*D = 0, then

y\* G' M G x = (F − E) y\* G' D G x.

To first order, the coupling M therefore gives no elastic amplitude between such contacts.

## A coupling made by the basis

When an atom moves, the orbitals used to describe the electrons may turn with it. If D generates this turn and the Hamiltonian operator itself is held fixed, its matrix at displacement q is

K(q) = exp(−qD) K exp(qD),

and its derivative at q = 0 is KD − DK. This derivative looks like an electron–phonon coupling, although only the basis has changed. The conditions Dx = 0 and y\*D = 0 say that the rotation is internal: it leaves alone the states through which the electron enters and leaves.

In a phonon process, F − E is the energy that the electron gains or loses. For first-order inelastic transport in a finite, non-interacting model, the identity shows how an internal rotation enters the computed amplitude, and it gives a test for code that obtains couplings by differentiating Hamiltonian matrices in an orthonormal basis.

## Two contact terms and an energy difference

Allow different effective Hamiltonians, K at E and K' at F, with G' now the Green matrix of K'. Adding and subtracting ED and FD gives

K'D − DK = D(E − K) − (F − K')D + (F − E)D.

Multiply by G' from the left and by G from the right. Since (E − K)G = 1 and G'(F − K') = 1,

G'(K'D − DK)G = G'D − DG + (F − E)G'DG.

Between y\* and x, the first term contains Dx and the second contains y\*D, so both vanish. Setting K' = K gives the result.

Lead self-energies S at E and S' at F fit the same pattern. With K = H + S and K' = H + S', the conditions DS = 0 and S'D = 0 give K'D − DK = HD − DH, the coupling of the bare H.

## The elastic limit and the smallest rotation

At F = E the amplitude is zero. With E and K fixed, its derivative in F at E is y\*GDGx, so it vanishes at least linearly with the energy transfer.

A real rotation generator is antisymmetric. On two sites a non-zero one is invertible, so Dx = 0 would force x = 0; three sites are the fewest that leave room for a contact. Take a three-site chain with zero on-site energies and unit hopping, let D mix the orbitals of its last two sites, with D₂₃ = 1 and D₃₂ = −1 as its only non-zero entries, and use the first site as both contacts. For E = 2 and F = 3,

y\* G' M G x = 1 · (1/7 · 1/4 − 1/21 · 1/2) = 1/84.

If x is moved to the second site, the elastic amplitude at energy 2 is −1/4. The condition on y alone does not make it vanish.

## What the Lean statement assumes

`IsGreen K E G` means (E − K)G = 1, and `amplitude y G' M G x` is y\*G'MGx, with `star y` the conjugated vector. Energies may be complex, K need not be Hermitian, and D need not be anti-Hermitian. The basis is finite and orthonormal, as E − K contains no overlap matrix. The contact conditions are assumed, and the phonon appears only through F − E.

```lean
import Mathlib

open Matrix Filter Topology

namespace SpuriousDisplacementCoupling

noncomputable section

variable {n : Type*} [Fintype n] [DecidableEq n]

/-- `G` is the Green matrix of `K` at energy `E`: it solves `(E - K) G = 1`. -/
def IsGreen (K : Matrix n n ℂ) (E : ℂ) (G : Matrix n n ℂ) : Prop :=
  (E • (1 : Matrix n n ℂ) - K) * G = 1

/-- The coupling `K D - D K` produced by a basis rotation with generator `D`. -/
def rotationCoupling (K D : Matrix n n ℂ) : Matrix n n ℂ := K * D - D * K

/-- The amplitude `y* G' M G x` for entering at `x`, scattering once from `M`
and leaving at `y`. -/
def amplitude (y : n → ℂ) (G' M G : Matrix n n ℂ) (x : n → ℂ) : ℂ :=
  star y ⬝ᵥ ((G' * M * G) *ᵥ x)

/-- Between Green matrices of `K'` at `F` and `K` at `E`, the coupling `K' D - D K` splits into two
boundary terms and the energy difference `F - E` times `G' D G`. -/
theorem green_coupling_green {K K' D G G' : Matrix n n ℂ} {E F : ℂ}
    (hG : IsGreen K E G) (hG' : IsGreen K' F G') :
    G' * (K' * D - D * K) * G = G' * D - D * G + (F - E) • (G' * D * G) := by
  have h1 : (E • (1 : Matrix n n ℂ) - K) * G = 1 := hG
  have h2 : G' * (F • (1 : Matrix n n ℂ) - K') = 1 := mul_eq_one_comm.mp hG'
  -- express the coupling through the two inverse Green matrices
  have key : K' * D - D * K = D * (E • (1 : Matrix n n ℂ) - K)
      - (F • (1 : Matrix n n ℂ) - K') * D + (F - E) • D := by
    simp only [mul_sub, sub_mul, smul_mul_assoc, mul_smul_comm, one_mul, mul_one, sub_smul]
    abel
  have expand : ∀ A B : Matrix n n ℂ, G' * (D * A - B * D + (F - E) • D) * G
      = G' * D * (A * G) - G' * B * (D * G) + (F - E) • (G' * D * G) := by
    intro A B
    simp only [mul_add, mul_sub, add_mul, sub_mul, mul_smul_comm, smul_mul_assoc, mul_assoc]
  rw [key, expand, h1, h2, mul_one, one_mul]

/-- If `D x = 0` and `y* D = 0`, the amplitude of `K' D - D K` between the Green matrices of `K'` at
`F` and `K` at `E` equals `F - E` times the amplitude of `D`; `K` and `K'` may differ. -/
theorem amplitude_of_contacts {K K' D G G' : Matrix n n ℂ} {E F : ℂ} {x y : n → ℂ}
    (hG : IsGreen K E G) (hG' : IsGreen K' F G') (hx : D *ᵥ x = 0) (hy : star y ᵥ* D = 0) :
    amplitude y G' (K' * D - D * K) G x = (F - E) * amplitude y G' D G x := by
  have h1 : star y ⬝ᵥ ((G' * D) *ᵥ x) = 0 := by
    rw [← Matrix.mulVec_mulVec, hx, Matrix.mulVec_zero, dotProduct_zero]
  have h2 : star y ⬝ᵥ ((D * G) *ᵥ x) = 0 := by
    rw [← Matrix.mulVec_mulVec, Matrix.dotProduct_mulVec, hy, zero_dotProduct]
  unfold amplitude
  rw [green_coupling_green hG hG', Matrix.add_mulVec, Matrix.sub_mulVec, Matrix.smul_mulVec,
    dotProduct_add, dotProduct_sub, dotProduct_smul, h1, h2, sub_zero, zero_add, smul_eq_mul]

/-- For contact vectors with `D x = 0` and `y* D = 0`, the amplitude of the basis-rotation
coupling equals the energy transfer `F - E` times the amplitude of `D` itself. -/
theorem rotation_amplitude {K D G G' : Matrix n n ℂ} {E F : ℂ} {x y : n → ℂ}
    (hG : IsGreen K E G) (hG' : IsGreen K F G') (hx : D *ᵥ x = 0) (hy : star y ᵥ* D = 0) :
    amplitude y G' (rotationCoupling K D) G x = (F - E) * amplitude y G' D G x :=
  amplitude_of_contacts hG hG' hx hy

/-- The same law holds with lead self-energies `S` at `E` and `S'` at `F`, provided
`D S = 0`, `S' D = 0`, `D x = 0` and `y* D = 0`; the coupling is that of the bare `H`. -/
theorem rotation_amplitude_selfEnergy {H S S' D G G' : Matrix n n ℂ} {E F : ℂ} {x y : n → ℂ}
    (hG : IsGreen (H + S) E G) (hG' : IsGreen (H + S') F G')
    (hS : D * S = 0) (hS' : S' * D = 0) (hx : D *ᵥ x = 0) (hy : star y ᵥ* D = 0) :
    amplitude y G' (rotationCoupling H D) G x = (F - E) * amplitude y G' D G x := by
  -- the self-energies do not contribute to the coupling
  have h : rotationCoupling H D = (H + S') * D - D * (H + S) := by
    rw [rotationCoupling, add_mul, mul_add, hS, hS', add_zero, add_zero]
  rw [h]
  exact amplitude_of_contacts hG hG' hx hy

/-- At equal incoming and outgoing energy the basis-rotation amplitude is zero
between contact vectors with `D x = 0` and `y* D = 0`. -/
theorem elastic_amplitude_zero {K D G : Matrix n n ℂ} {E : ℂ} {x y : n → ℂ}
    (hG : IsGreen K E G) (hx : D *ᵥ x = 0) (hy : star y ᵥ* D = 0) :
    amplitude y G (rotationCoupling K D) G x = 0 := by
  rw [rotation_amplitude hG hG hx hy, sub_self, zero_mul]

/-- For `D x = 0` and `y* D = 0`, the derivative of the basis-rotation amplitude with respect to
the outgoing energy, taken at the incoming energy `E`, is `y* G D G x`. -/
theorem hasDerivAt_rotation_amplitude {K D G : Matrix n n ℂ} {E : ℂ} {x y : n → ℂ}
    (hG : IsGreen K E G) (hx : D *ᵥ x = 0) (hy : star y ᵥ* D = 0) :
    HasDerivAt (fun F : ℂ =>
        amplitude y (F • (1 : Matrix n n ℂ) - K)⁻¹ (rotationCoupling K D) G x)
      (amplitude y G D G x) E := by
  have hGi : (E • (1 : Matrix n n ℂ) - K)⁻¹ = G := Matrix.inv_eq_right_inv hG
  have hdet : (E • (1 : Matrix n n ℂ) - K).det ≠ 0 := by
    intro h
    have h1 := congrArg Matrix.det (show (E • (1 : Matrix n n ℂ) - K) * G = 1 from hG)
    rw [Matrix.det_mul, h, zero_mul, Matrix.det_one] at h1
    exact zero_ne_one h1
  -- the Green matrix is continuous at `E`
  have hc : Continuous fun F : ℂ => F • (1 : Matrix n n ℂ) - K :=
    (continuous_id.smul continuous_const).sub continuous_const
  have hinv : ContinuousAt (fun F : ℂ => (F • (1 : Matrix n n ℂ) - K)⁻¹) E := by
    simp only [Matrix.inv_def, Ring.inverse_eq_inv']
    exact (hc.matrix_det.continuousAt.inv₀ hdet).smul hc.matrix_adjugate.continuousAt
  have hl : Continuous fun A : Matrix n n ℂ => amplitude y A D G x := by
    change Continuous fun A : Matrix n n ℂ => ∑ i, star y i * ((A * D * G) *ᵥ x) i
    refine continuous_finsetSum _ fun i _ => continuous_const.mul ?_
    exact (continuous_apply i).comp (((continuous_id.matrix_mul continuous_const).matrix_mul
      continuous_const).matrix_mulVec continuous_const)
  have ht : Tendsto (fun F : ℂ => amplitude y (F • (1 : Matrix n n ℂ) - K)⁻¹ D G x)
      (𝓝[≠] E) (𝓝 (amplitude y G D G x)) := by
    have h := (hl.tendsto _).comp (hinv.tendsto.mono_left (nhdsWithin_le_nhds (s := {E}ᶜ)))
    rw [hGi] at h
    exact h
  have hne : ∀ᶠ F in 𝓝[≠] E, (F • (1 : Matrix n n ℂ) - K).det ≠ 0 :=
    (hc.matrix_det.continuousAt.eventually_ne hdet).filter_mono nhdsWithin_le_nhds
  -- away from `E` the difference quotient is exactly the amplitude of `D`
  rw [hasDerivAt_iff_tendsto_slope]
  refine ht.congr' ?_
  filter_upwards [hne, self_mem_nhdsWithin] with F hF hFE
  have hGF : IsGreen K F (F • (1 : Matrix n n ℂ) - K)⁻¹ :=
    Matrix.mul_nonsing_inv _ (isUnit_iff_ne_zero.mpr hF)
  have hFE' : F - E ≠ 0 := sub_ne_zero.mpr hFE
  simp only [slope_def_field, hGi]
  rw [rotation_amplitude hG hGF hx hy, elastic_amplitude_zero hG hx hy, sub_zero,
    mul_div_cancel_left₀ _ hFE']

/-- A three-site chain with unit hopping. -/
def chain : Matrix (Fin 3) (Fin 3) ℂ := !![0, 1, 0; 1, 0, 1; 0, 1, 0]

/-- The generator of a rotation among the last two sites. -/
def rotation : Matrix (Fin 3) (Fin 3) ℂ := !![0, 0, 0; 0, 0, 1; 0, -1, 0]

/-- The Green matrix of the chain at energy 2. -/
def green2 : Matrix (Fin 3) (Fin 3) ℂ :=
  !![3/4, 1/2, 1/4; 1/2, 1, 1/2; 1/4, 1/2, 3/4]

/-- The Green matrix of the chain at energy 3. -/
def green3 : Matrix (Fin 3) (Fin 3) ℂ :=
  !![8/21, 1/7, 1/21; 1/7, 3/7, 1/7; 1/21, 1/7, 8/21]

/-- The chain with its first site as contact meets all hypotheses of the amplitude law at
energies 2 and 3, and its basis-rotation amplitude is `1/84`. -/
theorem rotation_amplitude_witness :
    IsGreen chain 2 green2 ∧ IsGreen chain 3 green3 ∧
    rotation *ᵥ ![1, 0, 0] = 0 ∧ star ![1, 0, 0] ᵥ* rotation = 0 ∧
    amplitude ![1, 0, 0] green3 (rotationCoupling chain rotation) green2 ![1, 0, 0] = 1 / 84 := by
  have h2 : IsGreen chain 2 green2 := by
    unfold IsGreen
    ext i j
    fin_cases i <;> fin_cases j <;>
      simp [chain, green2, Matrix.mul_apply, Fin.sum_univ_three, Matrix.one_apply] <;> norm_num
  have h3 : IsGreen chain 3 green3 := by
    unfold IsGreen
    ext i j
    fin_cases i <;> fin_cases j <;>
      simp [chain, green3, Matrix.mul_apply, Fin.sum_univ_three, Matrix.one_apply] <;> norm_num
  have hx : rotation *ᵥ ![1, 0, 0] = 0 := by
    ext i
    fin_cases i <;> simp [rotation, Matrix.mulVec, dotProduct, Fin.sum_univ_three]
  have hy : star ![1, 0, 0] ᵥ* rotation = 0 := by
    ext i
    fin_cases i <;> simp [rotation, Matrix.vecMul, dotProduct, Fin.sum_univ_three]
  refine ⟨h2, h3, hx, hy, ?_⟩
  rw [rotation_amplitude h2 h3 hx hy]
  simp [amplitude, rotation, green2, green3, Matrix.mul_apply, Matrix.mulVec, dotProduct,
    Fin.sum_univ_three]
  norm_num

/-- If the incoming vector sits on the second site of the chain, which the rotation moves, the
elastic amplitude at energy 2 is `-1/4`, although the outgoing contact is still unrotated. -/
theorem elastic_amplitude_rotated_contact :
    star ![1, 0, 0] ᵥ* rotation = 0 ∧
    amplitude ![1, 0, 0] green2 (rotationCoupling chain rotation) green2 ![0, 1, 0] = -1 / 4 := by
  refine ⟨rotation_amplitude_witness.2.2.2.1, ?_⟩
  simp [amplitude, rotationCoupling, chain, rotation, green2, Matrix.mul_apply,
    Matrix.mulVec, dotProduct, Fin.sum_univ_three]
  norm_num

end

end SpuriousDisplacementCoupling
```

```lean
#print axioms SpuriousDisplacementCoupling.rotation_amplitude_selfEnergy
#print axioms SpuriousDisplacementCoupling.hasDerivAt_rotation_amplitude
#print axioms SpuriousDisplacementCoupling.elastic_amplitude_rotated_contact
```

```
'SpuriousDisplacementCoupling.rotation_amplitude_selfEnergy' depends on axioms: [propext, Classical.choice, Quot.sound]
'SpuriousDisplacementCoupling.hasDerivAt_rotation_amplitude' depends on axioms: [propext, Classical.choice, Quot.sound]
'SpuriousDisplacementCoupling.elastic_amplitude_rotated_contact' depends on axioms: [propext, Classical.choice, Quot.sound]
```

## From the matrix identity to the derivative

`green_coupling_green` is the matrix identity above. `mul_eq_one_comm` turns the right inverse G' into a left inverse, `key` is the splitting of the coupling, and `expand` multiplies it out. `amplitude_of_contacts` removes the two contact terms through `h1` and `h2`. `rotation_amplitude` is the case K' = K, and `rotation_amplitude_selfEnergy` first rewrites the bare coupling. `elastic_amplitude_zero` sets F = E.

For `hasDerivAt_rotation_amplitude`, the determinant of E − K is non-zero, so F − K stays invertible for F near E and its inverse is continuous at E. For such F ≠ E, the amplitude law makes the difference quotient equal to y\*G'DGx, which tends to y\*GDGx.

`rotation_amplitude_witness` checks both Green matrices entry by entry, verifies the contact conditions and evaluates the right-hand side of the law. `elastic_amplitude_rotated_contact` computes its amplitude directly, since the law does not apply there.
